# The largest trace of RD over improper orthogonal matrices, and the sign in Kabsch superposition

## A reflection in the plane

Take $D=\mathrm{diag}(d_0,d_1)$ with $d_0\ge d_1\ge 0$. Every orthogonal $2\times2$ matrix of determinant $-1$ has the form

$$R=\begin{pmatrix}\cos\theta&\sin\theta\\ \sin\theta&-\cos\theta\end{pmatrix},\qquad \mathrm{tr}(RD)=(d_0-d_1)\cos\theta\le d_0-d_1 .$$

A rotation would give $(d_0+d_1)\cos\theta$ and could reach $d_0+d_1$. With determinant $-1$ the two diagonal entries of $R$ are opposite, and the bound is reached by putting $-1$ next to the smaller entry of $D$. In three dimensions the diagonal entries of an improper matrix can all be positive, but for $D=\mathrm{diag}(d_0,d_1,d_2)$ with $d_0\ge d_1\ge d_2\ge0$ the largest trace is again reached with a single $-1$ next to the smallest entry of $D$, and its value is $d_0+d_1-d_2$.

## Superposing two structures

Let $x_k$ and $y_k$ be corresponding atomic positions in two structures. We look for the rotation $Q$ that minimises the misfit

$$E(Q)=\sum_k |y_k-Qx_k|^2 .$$

For $N\ge1$ atoms, the root-mean-square deviation is $\sqrt{E/N}$. The matrix $Q$ must have determinant $+1$, because a reflection would turn a chiral molecule into its enantiomer.

Expand the square. Since $Q$ preserves lengths,

$$E(Q)=\sum_k\left(|y_k|^2+|x_k|^2\right)-2\sum_k y_k\cdot Qx_k .$$

With the covariance matrix $C_{ij}=\sum_k (y_k)_i(x_k)_j$, the last sum is $\sum_{ij}Q_{ij}C_{ij}=\mathrm{tr}(Q^TC)$. Minimising $E$ therefore means maximising $\mathrm{tr}(Q^TC)$.

Write $C=UDV^T$, a singular value decomposition with $U,V$ orthogonal and $D=\mathrm{diag}(d_0,d_1,d_2)$. By cyclicity of the trace,

$$\mathrm{tr}(Q^TC)=\mathrm{tr}(RD),\qquad R=V^TQ^TU,\qquad \det R=\det U\,\det V=:s .$$

If $s=-1$, every proper rotation $Q$ leads to an improper $R$, and we need the largest trace over improper matrices.

## What is stated

Let $d_0\ge d_1\ge d_2\ge0$.

- **Bound and maximum.** Over orthogonal $R$ with $\det R=-1$, the largest value of $\mathrm{tr}(RD)$ is $d_0+d_1-d_2$ (`improper_trace_isGreatest`). `IsGreatest` means that the value is attained and that nothing in the set exceeds it.
- **Equality.** If also $d_1>d_2$, the maximum is attained only at $\mathrm{diag}(1,1,-1)$ (`improper_trace_eq_iff`).
- **Superposition.** Given the decomposition of $C$, the matrix $K=U\,\mathrm{diag}(1,1,s)\,V^T$ is a proper rotation (`kabsch_isRotation`), and $E(K)\le E(Q)$ for every proper rotation $Q$ (`kabsch_optimal`).

In Lean, `M3` is the type of real $3\times3$ matrices, and `Rᵀ * R = 1` expresses orthogonality. The function `d : Fin 3 → ℝ` holds the diagonal of $D$, with indices 0, 1, 2 as in the text. `correction s` is $\mathrm{diag}(1,1,s)$, `IsRotation` adds determinant one to orthogonality, and `kabsch U V` is $K$. The atoms are labelled by a finite type `ι`.

The conventions matter when comparing with a program: $Q$ moves the points $x$ onto the targets $y$, and `covariance` is the plain sum of $y\,x^T$, without a factor $1/N$. The atoms have equal weights and a fixed correspondence. There is no translation in the model: the rotations are about the origin. To find the best superposition with translations allowed, subtract the centroid from each structure first. The decomposition enters through the hypotheses `hU`, `hV` and `hC`; its existence is not derived here. Uniqueness of the optimal rotation is not claimed.

## Derivation of the bound

**The trace of an improper matrix is at most 1.** Let $t=\mathrm{tr}\,R$. From $R\,\mathrm{adj}R=(\det R)\,1=-1$ and $R^TR=1$ we get $\mathrm{adj}R=-R^T$. The trace of the adjugate is the sum of the principal $2\times2$ minors, so

$$\tfrac12\left(t^2-\mathrm{tr}\,R^2\right)=-t .$$

Moreover $\sum_{i<j}(R_{ij}-R_{ji})^2\ge0$ gives $\mathrm{tr}\,R^2\le\mathrm{tr}\,R^TR=3$. Hence $t^2+2t-3=(t+3)(t-1)\le0$, and $t\le1$.

**Weighting by $D$.** The columns of $R$ have unit length, so $R_{ii}\le1$. Rearranging the diagonal sum,

$$\mathrm{tr}(RD)=(d_0-d_2)R_{00}+(d_1-d_2)R_{11}+d_2\,t .$$

All three coefficients are non-negative, so

$$\mathrm{tr}(RD)\le(d_0-d_2)+(d_1-d_2)+d_2=d_0+d_1-d_2 .$$

The matrix $\mathrm{diag}(1,1,-1)$ attains this value.

**Equality.** If $d_1>d_2$, the first two coefficients are positive, and equality requires $R_{00}=R_{11}=1$. Unit columns then give $R_{10}=R_{20}=R_{01}=R_{21}=0$, and unit rows give $R_{02}=R_{12}=0$. The determinant is now $R_{22}$, so $R_{22}=-1$.

**Both signs together.** For a proper $R$ the same rearrangement with $t\le3$ gives $d_0+d_1+d_2$. Thus $\mathrm{tr}(RD)\le d_0+d_1+(\det R)\,d_2$ for every orthogonal $R$.

**Back to the structures.** Every proper $Q$ satisfies $\mathrm{tr}(Q^TC)\le d_0+d_1+s\,d_2$. For $Q=K$ we find $V^TK^TU=\mathrm{diag}(1,1,s)$, which reaches the bound. So $K$ has the least misfit.

## Why the order of the singular values matters

Take $d=(1,0,1)$, which violates $d_1\ge d_2$. The formula would give the bound $0$, but the improper matrix $\mathrm{diag}(1,-1,1)$ gives trace $2$. The minus sign belongs to the smallest singular value, wherever a routine puts it.

The strict inequality in the equality statement is needed as well. For $d=(1,1,1)$ the maximum is $1$, and both $\mathrm{diag}(1,1,-1)$ and $\mathrm{diag}(1,-1,1)$ attain it.

## The correction in a program

When frames of a molecular dynamics trajectory are aligned to a reference, the result applies to finite, equally weighted, centred point sets with known correspondence. With the points, already centred, stored as the rows of `X` and `Y`, a NumPy version is:

```python
C = Y.T @ X
U, d, Vt = np.linalg.svd(C)      # d in descending order
s = np.sign(np.linalg.det(U) * np.linalg.det(Vt))
Q = U @ np.diag([1, 1, s]) @ Vt
X_aligned = X @ Q.T
```

Without the factor `s`, the program uses the product $UV^T$, which has determinant $-1$ and is not a rotation whenever $s=-1$. In that case its misfit is lower than that of $K$ by $4d_2$, so a program that omits the sign can report too small a deviation.

## The Lean file

```lean
import Mathlib

open Matrix

namespace KabschReflection

noncomputable section

/-- Real 3 × 3 matrices, acting on positions in space. -/
abbrev M3 := Matrix (Fin 3) (Fin 3) ℝ

/-- The diagonal matrix diag(1, 1, s). -/
def correction (s : ℝ) : M3 := diagonal ![1, 1, s]

/-- A proper rotation: an orthogonal matrix of determinant one. -/
def IsRotation (Q : M3) : Prop := Qᵀ * Q = 1 ∧ Q.det = 1

/-- The sum of squared distances between the targets `y` and the points `x` moved by `Q`. -/
def misfit {ι : Type*} [Fintype ι] (x y : ι → Fin 3 → ℝ) (Q : M3) : ℝ :=
  ∑ k, (y k - Q *ᵥ x k) ⬝ᵥ (y k - Q *ᵥ x k)

/-- The covariance matrix of two point sets, the sum of the products `y xᵀ`. -/
def covariance {ι : Type*} [Fintype ι] (x y : ι → Fin 3 → ℝ) : M3 :=
  Matrix.of fun i j => ∑ k, y k i * x k j

/-- The Kabsch matrix U diag(1, 1, det U det V) Vᵀ. -/
def kabsch (U V : M3) : M3 := U * correction (U.det * V.det) * Vᵀ

/-- Each column of an orthogonal matrix has unit length. -/
lemma column_unit {R : M3} (h : Rᵀ * R = 1) (i : Fin 3) :
    R 0 i * R 0 i + R 1 i * R 1 i + R 2 i * R 2 i = 1 := by
  have e := congrFun (congrFun h i) i
  rwa [Matrix.mul_apply, Fin.sum_univ_three, Matrix.one_apply_eq] at e

lemma orth_transpose {R : M3} (h : Rᵀ * R = 1) : Rᵀᵀ * Rᵀ = 1 := by
  rw [transpose_transpose]
  exact mul_eq_one_comm.mp h

lemma orth_mul {A B : M3} (hA : Aᵀ * A = 1) (hB : Bᵀ * B = 1) :
    (A * B)ᵀ * (A * B) = 1 := by
  calc (A * B)ᵀ * (A * B) = Bᵀ * (Aᵀ * A) * B := by
        simp only [transpose_mul, Matrix.mul_assoc]
    _ = 1 := by rw [hA, Matrix.mul_one, hB]

lemma det_mul_self {R : M3} (h : Rᵀ * R = 1) : R.det * R.det = 1 := by
  have e := congrArg Matrix.det h
  rwa [det_mul, det_transpose, det_one] at e

lemma trace_mul_diag (R : M3) (d : Fin 3 → ℝ) :
    trace (R * diagonal d) = R 0 0 * d 0 + R 1 1 * d 1 + R 2 2 * d 2 := by
  simp only [Matrix.trace_fin_three, Matrix.mul_diagonal]

lemma trace_correction (s : ℝ) (d : Fin 3 → ℝ) :
    trace (correction s * diagonal d) = d 0 + d 1 + s * d 2 := by
  rw [trace_mul_diag]
  simp [correction]

lemma correction_orth {s : ℝ} (hs : s * s = 1) :
    (correction s)ᵀ * correction s = 1 := by
  ext i j
  fin_cases i <;> fin_cases j <;>
    simp [correction, Matrix.mul_apply, Fin.sum_univ_three, hs]

lemma det_correction (s : ℝ) : (correction s).det = s := by
  simp [correction, det_diagonal, Fin.prod_univ_three]

/-- An orthogonal matrix of determinant −1 has trace at most one. -/
theorem improper_trace_le_one {R : M3} (h : Rᵀ * R = 1) (hdet : R.det = -1) :
    R 0 0 + R 1 1 + R 2 2 ≤ 1 := by
  -- the adjugate of an improper orthogonal matrix is minus its transpose
  have hadj : R.adjugate = -Rᵀ := by
    calc R.adjugate = Rᵀ * (R * R.adjugate) := by
          rw [← Matrix.mul_assoc, h, Matrix.one_mul]
      _ = -Rᵀ := by rw [mul_adjugate, hdet]; simp
  have e := congrArg Matrix.trace hadj
  rw [adjugate_fin_three] at e
  simp [Matrix.trace_fin_three] at e
  -- compare tr R² with tr RᵀR = 3
  nlinarith [column_unit h 0, column_unit h 1, column_unit h 2,
    sq_nonneg (R 0 1 - R 1 0), sq_nonneg (R 0 2 - R 2 0), sq_nonneg (R 1 2 - R 2 1)]

lemma diag_le_one {R : M3} (h : Rᵀ * R = 1) :
    R 0 0 ≤ 1 ∧ R 1 1 ≤ 1 ∧ R 2 2 ≤ 1 := by
  refine ⟨?_, ?_, ?_⟩
  · nlinarith [column_unit h 0, sq_nonneg (R 0 0 - 1), sq_nonneg (R 1 0), sq_nonneg (R 2 0)]
  · nlinarith [column_unit h 1, sq_nonneg (R 1 1 - 1), sq_nonneg (R 0 1), sq_nonneg (R 2 1)]
  · nlinarith [column_unit h 2, sq_nonneg (R 2 2 - 1), sq_nonneg (R 0 2), sq_nonneg (R 1 2)]

/-- For ordered non-negative d, every orthogonal R satisfies
tr(R D) ≤ d₀ + d₁ + det(R) d₂. -/
theorem trace_le {R : M3} {d : Fin 3 → ℝ} (h : Rᵀ * R = 1)
    (h01 : d 1 ≤ d 0) (h12 : d 2 ≤ d 1) (h2 : 0 ≤ d 2) :
    trace (R * diagonal d) ≤ d 0 + d 1 + R.det * d 2 := by
  obtain ⟨a, b, c⟩ := diag_le_one h
  have p := mul_nonneg (sub_nonneg.mpr (h12.trans h01)) (sub_nonneg.mpr a)
  have q := mul_nonneg (sub_nonneg.mpr h12) (sub_nonneg.mpr b)
  rw [trace_mul_diag]
  rcases mul_self_eq_one_iff.mp (det_mul_self h) with hd | hd
  · have r := mul_nonneg h2 (by linarith : 0 ≤ 3 - (R 0 0 + R 1 1 + R 2 2))
    rw [hd]
    nlinarith
  · have r := mul_nonneg h2 (sub_nonneg.mpr (improper_trace_le_one h hd))
    rw [hd]
    nlinarith

/-- For d₀ ≥ d₁ ≥ d₂ ≥ 0, the largest value of tr(R D) over orthogonal R of determinant −1 is d₀ +
d₁ − d₂. -/
theorem improper_trace_isGreatest {d : Fin 3 → ℝ}
    (h01 : d 1 ≤ d 0) (h12 : d 2 ≤ d 1) (h2 : 0 ≤ d 2) :
    IsGreatest {t | ∃ R : M3, Rᵀ * R = 1 ∧ R.det = -1 ∧ t = trace (R * diagonal d)}
      (d 0 + d 1 - d 2) := by
  constructor
  · refine ⟨correction (-1), correction_orth (by norm_num), det_correction _, ?_⟩
    rw [trace_correction]
    ring
  · rintro t ⟨R, h, hd, rfl⟩
    have e := trace_le h h01 h12 h2
    rw [hd] at e
    linarith

/-- For d₀ ≥ d₁ > d₂ ≥ 0, an orthogonal R of determinant −1 satisfies tr(R D) = d₀ + d₁ − d₂ exactly
when R = diag(1, 1, −1). -/
theorem improper_trace_eq_iff {R : M3} {d : Fin 3 → ℝ} (h : Rᵀ * R = 1)
    (hdet : R.det = -1) (h01 : d 1 ≤ d 0) (h12 : d 2 < d 1) (h2 : 0 ≤ d 2) :
    trace (R * diagonal d) = d 0 + d 1 - d 2 ↔ R = correction (-1) := by
  constructor
  · intro e
    rw [trace_mul_diag] at e
    obtain ⟨a, b, -⟩ := diag_le_one h
    have hp : 0 < d 0 - d 2 := by linarith
    have hq : 0 < d 1 - d 2 := by linarith
    have p := mul_nonneg hp.le (sub_nonneg.mpr a)
    have q := mul_nonneg hq.le (sub_nonneg.mpr b)
    have r := mul_nonneg h2 (sub_nonneg.mpr (improper_trace_le_one h hdet))
    -- the non-negative deficits sum to zero, so the first two vanish
    have p0 : (d 0 - d 2) * (1 - R 0 0) = 0 := by nlinarith
    have q0 : (d 1 - d 2) * (1 - R 1 1) = 0 := by nlinarith
    have h00 : R 0 0 = 1 := by linarith [(mul_eq_zero.mp p0).resolve_left hp.ne']
    have h11 : R 1 1 = 1 := by linarith [(mul_eq_zero.mp q0).resolve_left hq.ne']
    have z : ∀ u v : ℝ, u * u + v * v = 0 → u = 0 ∧ v = 0 := fun u v w =>
      ⟨mul_self_eq_zero.mp (by linarith [mul_self_nonneg u, mul_self_nonneg v]),
        mul_self_eq_zero.mp (by linarith [mul_self_nonneg u, mul_self_nonneg v])⟩
    -- unit columns and rows leave no room for off-diagonal entries
    have c0 := column_unit h 0
    have c1 := column_unit h 1
    have r0 := column_unit (orth_transpose h) 0
    have r1 := column_unit (orth_transpose h) 1
    simp only [transpose_apply] at r0 r1
    rw [h00] at c0 r0
    rw [h11] at c1 r1
    obtain ⟨h10, h20⟩ := z (R 1 0) (R 2 0) (by linarith)
    obtain ⟨h01', h21⟩ := z (R 0 1) (R 2 1) (by linarith)
    obtain ⟨-, h02⟩ := z (R 0 1) (R 0 2) (by linarith)
    obtain ⟨-, h12'⟩ := z (R 1 0) (R 1 2) (by linarith)
    rw [det_fin_three] at hdet
    simp only [h00, h11, h10, h20, h01', h21, h02, h12'] at hdet
    have h22 : R 2 2 = -1 := by linarith
    ext i j
    fin_cases i <;> fin_cases j <;>
      simp [correction, h00, h11, h10, h20, h01', h21, h02, h12', h22]
  · intro e
    rw [e, trace_correction]
    ring

/-- For orthogonal Q the misfit is the sum of all squared lengths minus 2 tr(Qᵀ C),
with C the covariance matrix. -/
theorem misfit_eq {ι : Type*} [Fintype ι] (x y : ι → Fin 3 → ℝ) {Q : M3}
    (h : Qᵀ * Q = 1) :
    misfit x y Q = ∑ k, (y k ⬝ᵥ y k + x k ⬝ᵥ x k) - 2 * trace (Qᵀ * covariance x y) := by
  have ht : trace (Qᵀ * covariance x y) = ∑ k, y k ⬝ᵥ (Q *ᵥ x k) := by
    simp only [Matrix.trace_fin_three, Matrix.mul_apply, transpose_apply, covariance,
      Matrix.of_apply, Fin.sum_univ_three, dotProduct, Matrix.mulVec, Finset.mul_sum,
      ← Finset.sum_add_distrib]
    exact Finset.sum_congr rfl fun k _ => by ring
  rw [ht, Finset.mul_sum, ← Finset.sum_sub_distrib, misfit]
  refine Finset.sum_congr rfl fun k _ => ?_
  -- an orthogonal matrix preserves lengths
  have hn : (Q *ᵥ x k) ⬝ᵥ (Q *ᵥ x k) = x k ⬝ᵥ x k := by
    rw [Matrix.dotProduct_mulVec, ← Matrix.mulVec_transpose, Matrix.mulVec_mulVec, h,
      Matrix.one_mulVec]
  rw [sub_dotProduct, dotProduct_sub, dotProduct_sub, hn, dotProduct_comm (Q *ᵥ x k) (y k)]
  ring

/-- For orthogonal U and V the Kabsch matrix is a proper rotation. -/
theorem kabsch_isRotation {U V : M3} (hU : Uᵀ * U = 1) (hV : Vᵀ * V = 1) :
    IsRotation (kabsch U V) := by
  have hs : (U.det * V.det) * (U.det * V.det) = 1 := by
    linear_combination V.det * V.det * det_mul_self hU + det_mul_self hV
  refine ⟨orth_mul (orth_mul hU (correction_orth hs)) (orth_transpose hV), ?_⟩
  rw [kabsch, det_mul, det_mul, det_transpose, det_correction]
  linear_combination hs

/-- Kabsch superposition: if the covariance matrix has singular value decomposition U D Vᵀ, with the
diagonal entries of D non-negative and in descending order, the Kabsch rotation has the least misfit
among all proper rotations. -/
theorem kabsch_optimal {ι : Type*} [Fintype ι] (x y : ι → Fin 3 → ℝ) {U V : M3}
    {d : Fin 3 → ℝ} (hU : Uᵀ * U = 1) (hV : Vᵀ * V = 1)
    (h01 : d 1 ≤ d 0) (h12 : d 2 ≤ d 1) (h2 : 0 ≤ d 2)
    (hC : covariance x y = U * diagonal d * Vᵀ) {Q : M3} (hQ : IsRotation Q) :
    misfit x y (kabsch U V) ≤ misfit x y Q := by
  -- cyclicity of the trace moves the problem to the singular axes
  have cyc : ∀ P : M3, trace (Pᵀ * covariance x y) = trace (Vᵀ * Pᵀ * U * diagonal d) := by
    intro P
    rw [hC, ← Matrix.mul_assoc, Matrix.trace_mul_comm]
    simp only [Matrix.mul_assoc]
  have hK : Vᵀ * (kabsch U V)ᵀ * U = correction (U.det * V.det) := by
    calc Vᵀ * (kabsch U V)ᵀ * U
        = (Vᵀ * V) * (correction (U.det * V.det))ᵀ * (Uᵀ * U) := by
          simp only [kabsch, transpose_mul, transpose_transpose, Matrix.mul_assoc]
      _ = correction (U.det * V.det) := by
          rw [hU, hV, Matrix.one_mul, Matrix.mul_one, correction, diagonal_transpose]
  have hb := trace_le (orth_mul (orth_mul (orth_transpose hV) (orth_transpose hQ.1)) hU)
    h01 h12 h2
  rw [det_mul, det_mul, det_transpose, det_transpose, hQ.2] at hb
  rw [misfit_eq x y (kabsch_isRotation hU hV).1, misfit_eq x y hQ.1, cyc, cyc, hK,
    trace_correction]
  linarith

end

end KabschReflection
```

```lean
#print axioms KabschReflection.improper_trace_isGreatest
-- 'KabschReflection.improper_trace_isGreatest' depends on axioms: [propext, Classical.choice, Quot.sound]
#print axioms KabschReflection.improper_trace_eq_iff
-- 'KabschReflection.improper_trace_eq_iff' depends on axioms: [propext, Classical.choice, Quot.sound]
#print axioms KabschReflection.kabsch_optimal
-- 'KabschReflection.kabsch_optimal' depends on axioms: [propext, Classical.choice, Quot.sound]
```

## How the proof follows the derivation

**Orthogonality.** `column_unit` reads off the diagonal entries of $R^TR=1$, and `diag_le_one` deduces $R_{ii}\le1$. `orth_transpose` supplies the statement for rows, using that a left inverse of a square matrix is also a right inverse. `orth_mul` and `det_mul_self` say that products of orthogonal matrices are orthogonal and that determinants square to one.

**The trace bound.** In `improper_trace_le_one`, the `calc` block `hadj` proves $\mathrm{adj}R=-R^T$. Taking traces and inserting the explicit $3\times3$ adjugate produces the equation for the minors. The call to `nlinarith` receives the three column equations and the three squares $(R_{ij}-R_{ji})^2$, which are the ingredients of $\mathrm{tr}\,R^2\le3$, and completes the quadratic inequality for $t$.

**The weighted bound.** In `trace_le`, the terms `p`, `q` and `r` are the three non-negative deficits, such as $(d_0-d_2)(1-R_{00})$. The proof splits on $\det R=\pm1$; only `r` differs between the cases, using $t\le3$ or $t\le1$. `improper_trace_isGreatest` combines the negative case with the explicit matrix `correction (-1)`.

**The equality case.** `improper_trace_eq_iff` uses the same deficits. Their sum is zero, so `p0` and `q0` make the first two vanish, and cancelling the positive factors gives `h00` and `h11`. The auxiliary statement `z` says that two squares with sum zero are both zero; it is applied to two columns and two rows. The determinant formula then fixes the last entry.

**The misfit.** `misfit_eq` is the expansion of the square: `ht` identifies the cross term with $\mathrm{tr}(Q^TC)$, and `hn` is the preservation of lengths.

**Optimality.** `kabsch_isRotation` obtains the determinant of $K$ as $\det U\cdot s\cdot\det V=s^2=1$. In `kabsch_optimal`, `cyc` is the cyclic rearrangement, `hK` evaluates it at $K$, and `hb` is the weighted bound for $V^TQ^TU$. After both misfits have been rewritten by `misfit_eq`, the sums of squared lengths agree and `linarith` compares the traces.
